# A Sutton–Chen cluster that is stationary under uniform scaling has curvature \(-n(m/2)\) times its energy

Take a metal cluster or crystal and expand or compress it uniformly, so that every interatomic distance is multiplied by the same factor \(s\). In the Sutton–Chen model a pairwise repulsion resists compression, and an attractive many-body term resists expansion. Two numbers describe the balance point: the depth of the energy there, which measures cohesion, and the curvature, which measures stiffness. Are they independent?

For this model they are not. The repulsion is a sum of terms \(r^{-n}\) over distances \(r\), and the attraction contains square roots of sums of terms \(r^{-m}\); put \(k=m/2\). With \(A\) and \(B\) the strengths of repulsion and attraction in the unscaled structure, and no cutoff on the interactions, the energy along the scaling path is

\[
E(s)=A\,s^{-n}-B\,s^{-k},\qquad s>0 .
\]

If \(A>0\), \(n>k>0\) and \(E'(1)=0\), then \(s=1\) is the unique global minimiser, \(E(1)<0\), and \(E''(1)=-nk\,E(1)\). The condition \(E'(1)=0\) says that the unscaled structure has no tendency to swell or shrink; for a crystal, this is zero pressure.

## The energy as a function of scale

In Lean 4 with Mathlib:

```lean
import Mathlib

open Filter Topology

namespace SuttonChenScaling

noncomputable section
```

This loads the Mathlib library and opens a namespace for the names that follow.

```lean
/-- The two-power energy `A s^(-n) - B s^(-k)` as a function of the uniform scale factor `s`. -/
def scalingEnergy (A B n k s : ℝ) : ℝ := A * s ^ (-n) - B * s ^ (-k)
```

`scalingEnergy A B n k s` is \(E(s)\). All five arguments are real numbers, so the exponents need not be integers. The definition puts no restriction on \(s\); the theorems concern positive scale factors.

```lean
/-- The bulk modulus `V₀ d²E/dV²` at volume `V₀`, where the scale factor is `(V/V₀)^(1/3)`. -/
def bulkModulus (A B n k V₀ : ℝ) : ℝ :=
  V₀ * deriv (deriv (fun V : ℝ => scalingEnergy A B n k ((V / V₀) ^ (1 / 3 : ℝ)))) V₀
```

If \(V_0\) is the volume at \(s=1\), then \(s=(V/V_0)^{1/3}\). The code defines the bulk modulus as

\[
K=V_0\left.\frac{d^2E}{dV^2}\right|_{V=V_0}.
\]

This is the static modulus for uniform scaling, without thermal or zero-point contributions. It is the usual bulk modulus when hydrostatic pressure changes only the scale of the structure, as in an fcc or bcc crystal; in other crystals the shape or the internal positions may also respond, and the two can differ. \(E\) and \(V_0\) must refer to the same amount of material, for instance one atom.

## Two derivatives and the balance condition

```lean
/-- At positive `s`, the derivative of the two-power energy is a two-power expression with `n` and
`k` each raised by one. -/
theorem hasDerivAt_scalingEnergy (A B n k : ℝ) {s : ℝ} (hs : 0 < s) :
    HasDerivAt (scalingEnergy A B n k)
      (scalingEnergy (-(n * A)) (-(k * B)) (n + 1) (k + 1) s) s := by
  have h1 := (Real.hasDerivAt_rpow_const (x := s) (p := -n) (Or.inl hs.ne')).const_mul A
  have h2 := (Real.hasDerivAt_rpow_const (x := s) (p := -k) (Or.inl hs.ne')).const_mul B
  refine (h1.fun_sub h2).congr_deriv ?_
  simp only [scalingEnergy]
  rw [show -(n + 1) = -n - 1 by ring, show -(k + 1) = -k - 1 by ring]
  ring
```

`HasDerivAt f d s` says that \(f\) is differentiable at \(s\) with derivative \(d\). The power rule gives

\[
E'(s)=-nA\,s^{-(n+1)}+kB\,s^{-(k+1)} .
\]

This is again a two-power energy, with coefficients \(-nA\), \(-kB\) and exponents \(n+1\), \(k+1\), and the theorem states it in that form.

```lean
/-- The second derivative of the two-power energy at any positive scale factor. -/
theorem hasDerivAt_deriv_scalingEnergy (A B n k : ℝ) {s : ℝ} (hs : 0 < s) :
    HasDerivAt (deriv (scalingEnergy A B n k))
      (n * (n + 1) * A * s ^ (-(n + 2)) - k * (k + 1) * B * s ^ (-(k + 2))) s := by
  have heq : deriv (scalingEnergy A B n k) =ᶠ[𝓝 s]
      scalingEnergy (-(n * A)) (-(k * B)) (n + 1) (k + 1) := by
    filter_upwards [Ioi_mem_nhds hs] with t ht
    exact (hasDerivAt_scalingEnergy A B n k ht).deriv
  refine ((hasDerivAt_scalingEnergy _ _ _ _ hs).congr_of_eventuallyEq heq).congr_deriv ?_
  simp only [scalingEnergy]
  rw [show n + 2 = n + 1 + 1 by ring, show k + 2 = k + 1 + 1 by ring]
  ring
```

The same rule, applied a second time, gives

\[
E''(s)=n(n+1)A\,s^{-(n+2)}-k(k+1)B\,s^{-(k+2)} .
\]

The notation `=ᶠ[𝓝 s]` means "equal in a neighbourhood of \(s\)". The formula for \(E'\) holds at all positive points, hence near \(s\), and that is enough for differentiating it there.

```lean
/-- The energy is stationary at `s = 1` exactly when `n A = k B`. -/
theorem stationary_iff (A B n k : ℝ) :
    HasDerivAt (scalingEnergy A B n k) 0 1 ↔ n * A = k * B := by
  have h := hasDerivAt_scalingEnergy A B n k (by norm_num : (0 : ℝ) < 1)
  have e : scalingEnergy (-(n * A)) (-(k * B)) (n + 1) (k + 1) 1 = k * B - n * A := by
    simp only [scalingEnergy, Real.one_rpow]
    ring
  rw [e] at h
  constructor
  · intro h0
    have := h0.unique h
    linarith
  · intro h0
    exact h.congr_deriv (by linarith)
```

At \(s=1\) every power equals one, so \(E'(1)=kB-nA\). Stationarity is therefore equivalent to \(nA=kB\). One direction of the proof uses the uniqueness of derivatives; the other substitutes the equality.

## Minimum, cohesion and curvature

```lean
/-- If `A > 0`, `0 < k < n` and the energy is stationary at `s = 1`, then `s = 1` is its unique
global minimiser over positive scale factors, `E(1) < 0`, and `E''(1) = -n k E(1)`. -/
theorem equilibrium_cohesion {A B n k : ℝ} (hA : 0 < A) (hk : 0 < k) (hkn : k < n)
    (h : HasDerivAt (scalingEnergy A B n k) 0 1) :
    (∀ s, 0 < s → s ≠ 1 → scalingEnergy A B n k 1 < scalingEnergy A B n k s) ∧
    scalingEnergy A B n k 1 < 0 ∧
    HasDerivAt (deriv (scalingEnergy A B n k)) (-(n * k) * scalingEnergy A B n k 1) 1 := by
  have hst := (stationary_iff A B n k).1 h
  have hE1 : scalingEnergy A B n k 1 = A - B := by simp [scalingEnergy]
  have hk0 : k ≠ 0 := hk.ne'
  rw [hE1]
  refine ⟨?_, ?_, ?_⟩
  · intro s hs hne
    have hy : 0 < s ^ (-k) := Real.rpow_pos_of_pos hs _
    have hy1 : s ^ (-k) - 1 ≠ 0 := by
      intro h0
      have hl := Real.log_rpow hs (-k)
      rw [sub_eq_zero.1 h0, Real.log_one] at hl
      rcases mul_eq_zero.1 hl.symm with h' | h'
      · linarith
      · exact hne (Real.eq_one_of_pos_of_log_eq_zero hs h')
    -- strict Bernoulli inequality for `s^(-k)` with exponent `n / k > 1`
    have hb := one_add_mul_self_lt_rpow_one_add
      (by linarith : -1 ≤ s ^ (-k) - 1) hy1 ((one_lt_div hk).2 hkn)
    have hp : (1 + (s ^ (-k) - 1)) ^ (n / k) = s ^ (-n) := by
      rw [add_sub_cancel, ← Real.rpow_mul hs.le]
      congr 1
      field_simp
    rw [hp] at hb
    have hB : B = A * (n / k) := by
      field_simp
      linarith
    have hm := mul_lt_mul_of_pos_left hb hA
    simp only [scalingEnergy]
    rw [hB]
    nlinarith [hm]
  · have h1 : k * A < k * B := by
      rw [← hst]
      exact mul_lt_mul_of_pos_right hkn hA
    have h2 := lt_of_mul_lt_mul_left h1 hk.le
    linarith
  · refine (hasDerivAt_deriv_scalingEnergy A B n k (by norm_num : (0 : ℝ) < 1)).congr_deriv ?_
    simp only [Real.one_rpow]
    linear_combination (n + k + 1) * hst
```

The hypotheses are \(A>0\), \(k>0\), \(k<n\) and stationarity at 1. Positivity of \(B\) is not assumed, because it follows from \(nA=kB\). The conclusion has three parts, joined by `∧`.

**The minimum.** Put \(q=n/k>1\) and \(y=s^{-k}>0\). Then \(s^{-n}=y^{q}\) and \(B=qA\), so

\[
E(s)=A\,(y^{q}-q\,y).
\]

If \(s\neq1\), then \(y\neq1\); the code shows this by taking logarithms. The strict Bernoulli inequality says \(y^{q}>1+q(y-1)\), which rearranges to \(y^q-qy>1-q\). Multiplying by \(A\) gives

\[
E(s)>A(1-q)=A-B=E(1).
\]

In the code, `hb` is Bernoulli's inequality, `hp` identifies \(y^q\) with \(s^{-n}\), and `hB` is \(B=qA\).

**The sign.** Since \(k<n\), we have \(kA<nA=kB\). Hence \(A<B\), and \(E(1)=A-B<0\).

**The curvature.** Substituting \(kB=nA\) into \(E''(1)\) gives

\[
E''(1)=n(n+1)A-k(k+1)B=nA(n-k),
\]

while

\[
-nk\,E(1)=-nkA+n\,(kB)=nA(n-k).
\]

The two agree. `linear_combination (n + k + 1) * hst` does this in one step: the difference of the two sides is \((n+k+1)(nA-kB)\), which vanishes.

## From curvature to bulk modulus

```lean
/-- At a stationary volume `V₀`, the bulk modulus equals `-n k E(1) / (9 V₀)`. -/
theorem bulkModulus_eq {A B n k V₀ : ℝ} (hV : 0 < V₀)
    (h : HasDerivAt (scalingEnergy A B n k) 0 1) :
    bulkModulus A B n k V₀ = -(n * k) * scalingEnergy A B n k 1 / (9 * V₀) := by
  have hst := (stationary_iff A B n k).1 h
  have hE1 : scalingEnergy A B n k 1 = A - B := by simp [scalingEnergy]
  have hV0 : V₀ ≠ 0 := hV.ne'
  -- as a function of volume the energy is again a two-power law
  have heq : (fun V : ℝ => scalingEnergy A B n k ((V / V₀) ^ (1 / 3 : ℝ))) =ᶠ[𝓝 V₀]
      scalingEnergy (A * V₀ ^ (n / 3)) (B * V₀ ^ (k / 3)) (n / 3) (k / 3) := by
    filter_upwards [Ioi_mem_nhds hV] with V hV'
    have hW : 0 < V := hV'
    have hp : ∀ p : ℝ, ((V / V₀) ^ (1 / 3 : ℝ)) ^ (-p) = V₀ ^ (p / 3) * V ^ (-(p / 3)) := by
      intro p
      rw [← Real.rpow_mul (div_pos hW hV).le, show (1 / 3 : ℝ) * (-p) = -(p / 3) by ring,
        Real.div_rpow hW.le hV.le, Real.rpow_neg hV.le (p / 3), div_inv_eq_mul, mul_comm]
    simp only [scalingEnergy, hp]
    ring
  have hp : ∀ p : ℝ, V₀ ^ (p / 3) * V₀ ^ (-(p / 3 + 2)) = 1 / V₀ ^ 2 := by
    intro p
    rw [← Real.rpow_add hV, show p / 3 + -(p / 3 + 2) = -2 by ring,
      Real.rpow_neg hV.le, Real.rpow_two, one_div]
  have key : n / 3 * (n / 3 + 1) * A - k / 3 * (k / 3 + 1) * B = -(n * k) * (A - B) / 9 := by
    linear_combination ((n + k + 3) / 9) * hst
  unfold bulkModulus
  rw [heq.deriv.deriv_eq, (hasDerivAt_deriv_scalingEnergy _ _ _ _ hV).deriv, hE1]
  calc _ = V₀ * ((n / 3 * (n / 3 + 1) * A - k / 3 * (k / 3 + 1) * B) * (1 / V₀ ^ 2)) := by
        linear_combination V₀ * (n / 3) * (n / 3 + 1) * A * hp n
          - V₀ * (k / 3) * (k / 3 + 1) * B * hp k
    _ = _ := by
        rw [key]
        field_simp
```

In terms of volume the energy is again a two-power law, now with exponents \(n/3\) and \(k/3\):

\[
E=A\left(\frac{V}{V_0}\right)^{-n/3}-B\left(\frac{V}{V_0}\right)^{-k/3}.
\]

The second-derivative formula therefore applies once more:

\[
K=\frac1{V_0}\left[\frac n3\Big(\frac n3+1\Big)A-\frac k3\Big(\frac k3+1\Big)B\right]
=\frac{nA(n-k)}{9V_0}=-\frac{nk\,E(1)}{9V_0}.
\]

In the proof, `heq` is the rewriting in powers of \(V\), and `key` evaluates the bracket using \(nA=kB\). Only \(V_0>0\) and stationarity are needed for this identity; the signs of \(A\), \(n\) and \(k\) matter for the minimum, not here.

## The Sutton–Chen energy of actual atoms

```lean
variable {ι : Type*} [Fintype ι] [DecidableEq ι]

/-- The sum of `(a / r)^p` over the distances `r` from atom `i` to all other atoms. -/
def density (a p : ℝ) (x : ι → EuclideanSpace ℝ (Fin 3)) (i : ι) : ℝ :=
  ∑ j ∈ Finset.univ.erase i, (a / dist (x i) (x j)) ^ p
```

The type `ι` labels finitely many atoms, and `x i` is the position of atom \(i\) in three-dimensional space. With \(r_{ij}\) the distance between atoms \(i\) and \(j\), and \(a>0\) a reference length, `density a p x i` is \(\sum_{j\ne i}(a/r_{ij})^p\). The expression `Finset.univ.erase i` is the set of all atoms except \(i\).

```lean
/-- The Sutton-Chen energy of a finite cluster: pair repulsion minus square-root embedding. -/
def suttonChen (ε a c n m : ℝ) (x : ι → EuclideanSpace ℝ (Fin 3)) : ℝ :=
  ε * (1 / 2 * ∑ i, density a n x i - c * ∑ i, √(density a m x i))
```

Writing \(\rho_i\) for the density with \(p=m\), this is

\[
\varepsilon\Big[\tfrac12\sum_i\sum_{j\neq i}\Big(\frac a{r_{ij}}\Big)^n-c\sum_i\sqrt{\rho_i}\Big].
\]

Here \(\varepsilon\) sets the energy scale and \(c\) the relative strength of the attraction. The factor \(\tfrac12\) corrects for counting each pair twice. There is no cutoff: every pair contributes at every distance.

```lean
/-- For `a > 0`, scaling all positions by `s > 0` multiplies the local sum of `(a / r)^p` by
`s^(-p)`. -/
theorem density_scale {a s : ℝ} (ha : 0 < a) (hs : 0 < s) (p : ℝ)
    (x : ι → EuclideanSpace ℝ (Fin 3)) (i : ι) :
    density a p (fun j => s • x j) i = s ^ (-p) * density a p x i := by
  unfold density
  rw [Finset.mul_sum]
  refine Finset.sum_congr rfl fun j _ => ?_
  have e : a / dist (s • x i) (s • x j) = s⁻¹ * (a / dist (x i) (x j)) := by
    rw [dist_smul₀, Real.norm_of_nonneg hs.le]
    ring
  rw [e, Real.mul_rpow (by positivity) (by positivity), Real.inv_rpow hs.le,
    Real.rpow_neg hs.le]
```

Scaling the positions turns \(r_{ij}\) into \(s\,r_{ij}\), so each term \((a/r_{ij})^p\) gains a factor \(s^{-p}\), which comes out of the sum.

```lean
/-- Under uniform scaling the Sutton-Chen energy is a two-power law with exponents `n`, `m/2`. -/
theorem suttonChen_scale {a s : ℝ} (ha : 0 < a) (hs : 0 < s) (ε c n m : ℝ)
    (x : ι → EuclideanSpace ℝ (Fin 3)) :
    suttonChen ε a c n m (fun i => s • x i) =
      scalingEnergy (ε * (1 / 2 * ∑ i, density a n x i))
        (ε * (c * ∑ i, √(density a m x i))) n (m / 2) s := by
  have hr : √(s ^ (-m)) = s ^ (-(m / 2)) := by
    rw [Real.sqrt_eq_rpow, ← Real.rpow_mul hs.le]
    congr 1
    ring
  have h1 : ∑ i, density a n (fun j => s • x j) i = s ^ (-n) * ∑ i, density a n x i := by
    rw [Finset.mul_sum]
    exact Finset.sum_congr rfl fun i _ => density_scale ha hs n x i
  have h2 : ∑ i, √(density a m (fun j => s • x j) i) =
      s ^ (-(m / 2)) * ∑ i, √(density a m x i) := by
    rw [Finset.mul_sum]
    refine Finset.sum_congr rfl fun i _ => ?_
    rw [density_scale ha hs, Real.sqrt_mul (Real.rpow_nonneg hs.le _), hr]
  unfold suttonChen scalingEnergy
  rw [h1, h2]
  ring
```

The repulsion thus scales as \(s^{-n}\). The attraction scales as \(\sqrt{s^{-m}}=s^{-m/2}\), so \(k=m/2\): the square root halves the exponent. The coefficients are

\[
A=\frac{\varepsilon}{2}\sum_i\sum_{j\ne i}\Big(\frac a{r_{ij}}\Big)^n,\qquad
B=\varepsilon c\sum_i\sqrt{\rho_i}.
\]

The two-power law is exact for every \(s>0\).

```lean
/-- Let `ε, a, m > 0` and `m / 2 < n`. For a Sutton-Chen cluster of at least two atoms, at distinct
positions, that is stationary under uniform scaling, the unscaled cluster is the unique minimum
along the scaling path, its energy is negative, and the second derivative there is `-n (m/2)` times
that energy. -/
theorem suttonChen_equilibrium [Nontrivial ι] {ε a c n m : ℝ} (hε : 0 < ε) (ha : 0 < a)
    (hm : 0 < m) (hmn : m / 2 < n) {x : ι → EuclideanSpace ℝ (Fin 3)}
    (hx : Function.Injective x)
    (h : HasDerivAt (fun s : ℝ => suttonChen ε a c n m (fun i => s • x i)) 0 1) :
    (∀ s : ℝ, 0 < s → s ≠ 1 →
      suttonChen ε a c n m x < suttonChen ε a c n m (fun i => s • x i)) ∧
    suttonChen ε a c n m x < 0 ∧
    HasDerivAt (deriv (fun s : ℝ => suttonChen ε a c n m (fun i => s • x i)))
      (-(n * (m / 2)) * suttonChen ε a c n m x) 1 := by
  -- distinct atoms give a strictly positive repulsion
  have hd : ∀ i, 0 < density a n x i := by
    intro i
    obtain ⟨j, hj⟩ := exists_ne i
    exact Finset.sum_pos (fun l hl => Real.rpow_pos_of_pos
      (div_pos ha (dist_pos.2 (hx.ne (Finset.ne_of_mem_erase hl).symm))) _)
      ⟨j, Finset.mem_erase.2 ⟨hj, Finset.mem_univ j⟩⟩
  have hS : 0 < ∑ i, density a n x i :=
    Finset.sum_pos (fun i _ => hd i) Finset.univ_nonempty
  have hA : 0 < ε * (1 / 2 * ∑ i, density a n x i) := by positivity
  have heq : (fun s : ℝ => suttonChen ε a c n m (fun i => s • x i)) =ᶠ[𝓝 1]
      scalingEnergy (ε * (1 / 2 * ∑ i, density a n x i))
        (ε * (c * ∑ i, √(density a m x i))) n (m / 2) := by
    filter_upwards [Ioi_mem_nhds (by norm_num : (0 : ℝ) < 1)] with s hs
    exact suttonChen_scale ha hs ε c n m x
  have h1 : suttonChen ε a c n m x =
      scalingEnergy (ε * (1 / 2 * ∑ i, density a n x i))
        (ε * (c * ∑ i, √(density a m x i))) n (m / 2) 1 := by
    simpa only [one_smul] using
      suttonChen_scale ha (by norm_num : (0 : ℝ) < 1) ε c n m x
  obtain ⟨hmin, hneg, hcurv⟩ := equilibrium_cohesion hA (half_pos hm) hmn
    (h.congr_of_eventuallyEq heq.symm)
  rw [h1]
  refine ⟨fun s hs hne => ?_, hneg, hcurv.congr_of_eventuallyEq heq.deriv⟩
  rw [suttonChen_scale ha hs]
  exact hmin s hs hne

end

end SuttonChenScaling
```

`Nontrivial ι` means at least two atoms, and `Function.Injective x` means that no two share a position. The parameters satisfy \(\varepsilon,a,m>0\) and \(m/2<n\), and the cluster is assumed stationary under scaling. A cluster relaxed until all forces vanish meets this last condition.

The proof first shows \(A>0\): each atom has a neighbour at a finite, nonzero distance, so each repulsive sum is positive (`hd`, `hS`, `hA`). It then replaces the cluster energy near \(s=1\) by the two-power law (`heq`) and applies `equilibrium_cohesion` with \(k=m/2\).

The minimum is along the scaling path only. A shear or a rearrangement of the atoms may still lower the energy.

For simulation practice, the identity offers a consistency test of an implementation of this classical potential without a cutoff: the curvature under scaling of a relaxed cluster must equal \(-n(m/2)\) times its energy. For an fcc or bcc crystal whose lattice sums converge, the same scaling argument would tie the product \(nm\) to the bulk modulus, the cohesive energy and the atomic volume, though the cluster theorem above treats finitely many atoms.

```lean
#print axioms SuttonChenScaling.bulkModulus_eq
#print axioms SuttonChenScaling.suttonChen_equilibrium
```

```
'SuttonChenScaling.bulkModulus_eq' depends on axioms: [propext, Classical.choice, Quot.sound]
'SuttonChenScaling.suttonChen_equilibrium' depends on axioms: [propext, Classical.choice, Quot.sound]
```

## Two atoms with \(n=9\) and \(m=6\)

Place two atoms at distance \(a\), and take \(\varepsilon=1\) and \(c=3/2\). Each atom has one neighbour with \(a/r_{ij}=1\), so \(A=\tfrac12\cdot2=1\) and \(B=\tfrac32\cdot2=3\). With \(k=3\),

\[
E(s)=s^{-9}-3s^{-3}.
\]

The balance condition holds, since \(nA=9=kB\). The energy is \(E(1)=-2\), and with \(y=s^{-3}\),

\[
E(s)-E(1)=y^3-3y+2=(y-1)^2(y+2),
\]

which is positive for every positive \(y\ne1\). The curvature is \(E''(1)=90-36=54\), and \(-nk\,E(1)=27\cdot2=54\) as well.

To see the volume formula at work, use the same \(E(s)\) with \(V_0=1\). Then \(E=V^{-3}-3V^{-1}\), whose second derivative at \(V=1\) is \(12-6=6\). This equals \(54/9\).
